# A matrix antisymmetric in both orbital pairs is positive semidefinite exactly when its i < j, k < l block is

## Pair matrices and their sign rules

Take a finite set of spin orbitals, numbered in some fixed order. A pair matrix D has complex entries D(ij, kl), with the ordered pair (i, j) labelling the row and (k, l) the column. All pairs are allowed, including i = j. Call D pair-antisymmetric if

D(ji, kl) = −D(ij, kl) and D(ij, lk) = −D(ij, kl).

The main example is the two-particle density matrix of a fermionic state,

D(ij, kl) = ⟨aᵢ† aⱼ† aₗ aₖ⟩,

where the state is normalised, the orbitals are orthonormal, and aᵢ† and aᵢ create and annihilate a particle in orbital i. The two sign rules are the anticommutation of two creators and of two annihilators.

The packed matrix P is the block of D with i < j and k < l. Its entries are copied from D without rescaling, and this convention produces the factors of 2 below. For r orbitals, D has r² rows and P has r(r−1)/2.

## What the packed block decides

For a pair-antisymmetric D:

- D is positive semidefinite if and only if P is.
- D is Hermitian if and only if P is.
- tr D = 2 tr P.
- An eigenvector of P with eigenvalue c expands to a nonzero eigenvector of D with eigenvalue 2c.

Positive semidefiniteness of D is one of the necessary conditions for N-representability, so in a variational calculation on two-particle density matrices in a finite spin-orbital basis, this one condition can be imposed on the smaller block without weakening it.

## Derivation by expansion from the packed block

Write p = (i, j) with i < j, and p′ = (j, i) for the exchanged pair. Define a matrix B with one row for each such p and one column for every pair q:

B(p, q) = δ(q, p) − δ(q, p′).

**Recovering an antisymmetric function.** Let f(j, i) = −f(i, j). Then, for every pair q,

Σₚ f(p) B(p, q) = f(q).

If q = (i, j) with i < j, only p = q contributes, and it gives f(q). If i > j, only p = (j, i) contributes, and it gives −f(j, i) = f(i, j). If i = j, no term contributes, and f(i, i) = −f(i, i) forces f(i, i) = 0.

**Factorising D.** The entries of B are real. Apply the sum rule to the row pair of D, with s a column of P:

(Bᴴ P)(q, s) = Σₚ D(p, s) B(p, q) = D(q, s).

Apply it again to the column pair:

(Bᴴ P B)(q, r) = Σₛ D(q, s) B(s, r) = D(q, r).

Hence D = Bᴴ P B.

**Positivity and Hermiticity.** If P is positive semidefinite, then for every vector x on all pairs

xᴴ D x = (Bx)ᴴ P (Bx) ≥ 0,

and D is Hermitian because (Bᴴ P B)ᴴ = Bᴴ Pᴴ B = Bᴴ P B. Conversely, a vector on the pairs i < j can be extended by zeros to all pairs. Its quadratic form with P is then one with D, so P inherits positivity. It inherits Hermiticity as a block with the same row and column labels.

**The factor 2.** For two pairs p and s, both in increasing order,

(B Bᴴ)(p, s) = B(s, p) − B(s, p′) = 2 δ(p, s),

since an increasing pair never equals an exchanged one. Cyclicity of the trace gives

tr D = tr(Bᴴ P B) = tr(B Bᴴ P) = 2 tr P.

If P v = c v with v ≠ 0, set w = Bᴴ v. Its components are w(i, j) = v(i, j) and w(j, i) = −v(i, j) for i < j, and w(i, i) = 0. Then

D w = Bᴴ P B Bᴴ v = 2 Bᴴ P v = 2c w,

and w ≠ 0 because B w = 2v. If v has unit norm, w has norm √2, and the normalised eigenvector is w/√2.

## Two orbitals, and fewer

With orbitals 0 and 1 there is a single increasing pair, and P is one number d = D(01, 01). In the order 00, 01, 10, 11, the full matrix has zeros everywhere except in its middle block, whose rows are

(d, −d) and (−d, d).

The vector (0, 1, −1, 0)/√2 has eigenvalue 2d, and the other three eigenvalues are 0. Both D and P are positive semidefinite exactly when d is real and d ≥ 0. For a fermionic state, d is the probability that both orbitals are occupied. With one orbital or none, P is empty and antisymmetry leaves no nonzero entry in D, so the equivalence holds trivially.

## Why both sign rules are assumed

On two orbitals, let D(ij, kk) = j − i and let all other columns vanish. This matrix is antisymmetric in its row pair. Its packed block is the single entry D(01, 01) = 0, which is positive semidefinite. But D(01, 00) = 1 while D(00, 01) = 0, so D is not Hermitian and therefore not positive semidefinite. The transpose of D obeys only the column rule and fails in the same way.

The failure has to come through Hermiticity: for a Hermitian matrix, taking the adjoint turns the row rule into the column rule.

## How the Lean statement reads

The orbital set is a type `ι` with a `LinearOrder` and, from the first sum onwards, a `Fintype` instance. The order is only a numbering and has no energetic meaning. D is a `Matrix (ι × ι) (ι × ι) ℂ`, and `IsPairAntisymmetric` holds the sign rules as `row` and `col`. `OrderedPair ι` is the type of pairs i < j, `packed D` is P, and `signedPair ι` is B.

The theorem `posSemidef_iff_packed` takes pair antisymmetry as its only hypothesis on D. Mathlib's `PosSemidef` includes Hermiticity, so neither side of the equivalence assumes it separately.

No state, particle number or normalisation enters. The sign rules are assumed of D, not derived from a wavefunction, and a D that passes the test need not come from an N-particle state. The labels are meant as spin orbitals. A density-matrix block for one up and one down electron, labelled by spatial orbitals, is in general not antisymmetric under exchange of those labels, and the theorem then does not apply to it.

The hypothesis is met by `exchangePair γ`, with entries γ(i, k) γ(j, l) − γ(i, l) γ(j, k), for every one-particle matrix γ. This is the form that D takes for a single Slater determinant. For γ = 1, all orbitals filled, its diagonal entries at i ≠ j equal 1.

```lean
import Mathlib

open Matrix
open scoped ComplexOrder

noncomputable section

namespace PairDensityMatrix

variable {ι : Type*}

/-- A matrix on orbital pairs changes sign when the two orbitals of its row pair,
or the two orbitals of its column pair, are exchanged. -/
structure IsPairAntisymmetric (D : Matrix (ι × ι) (ι × ι) ℂ) : Prop where
  row : ∀ i j q, D (j, i) q = -D (i, j) q
  col : ∀ p k l, D p (l, k) = -D p (k, l)

/-- The antisymmetrized product `γ i k * γ j l - γ i l * γ j k` of a one-particle matrix
with itself. -/
def exchangePair (γ : Matrix ι ι ℂ) : Matrix (ι × ι) (ι × ι) ℂ :=
  Matrix.of fun p q => γ p.1 q.1 * γ p.2 q.2 - γ p.1 q.2 * γ p.2 q.1

/-- Pairs of orbitals `i < j`. -/
abbrev OrderedPair (ι : Type*) [LinearOrder ι] := {p : ι × ι // p.1 < p.2}

/-- The signed incidence matrix of pairs: the row of `i < j` has entry `1` at `(i, j)`,
entry `-1` at `(j, i)`, and zeros elsewhere. -/
def signedPair (ι : Type*) [LinearOrder ι] : Matrix (OrderedPair ι) (ι × ι) ℂ :=
  Matrix.of fun p q => (if q = p.1 then 1 else 0) - (if q = p.1.swap then 1 else 0)

variable [LinearOrder ι]

/-- The packed matrix: the submatrix on pairs `i < j`, `k < l`. -/
def packed (D : Matrix (ι × ι) (ι × ι) ℂ) : Matrix (OrderedPair ι) (OrderedPair ι) ℂ :=
  D.submatrix Subtype.val Subtype.val

/-- The antisymmetrized product of any one-particle matrix is pair-antisymmetric, and for the
identity matrix its diagonal entries at distinct orbitals equal one. -/
theorem isPairAntisymmetric_witness :
    (∀ γ : Matrix ι ι ℂ, IsPairAntisymmetric (exchangePair γ)) ∧
      ∀ i j : ι, i ≠ j → exchangePair (1 : Matrix ι ι ℂ) (i, j) (i, j) = 1 := by
  refine ⟨fun γ => ⟨fun i j q => ?_, fun p k l => ?_⟩, fun i j h => ?_⟩
  · simp only [exchangePair, Matrix.of_apply]
    ring
  · simp only [exchangePair, Matrix.of_apply]
    ring
  · simp [exchangePair, h, h.symm]

variable [Fintype ι]

/-- An antisymmetric pair function is recovered on all pairs from its values on pairs
`i < j`. -/
theorem sum_signedPair (f : ι × ι → ℂ) (hf : ∀ i j, f (j, i) = -f (i, j)) (q : ι × ι) :
    ∑ p : OrderedPair ι, f p.1 * signedPair ι p q = f q := by
  obtain ⟨i, j⟩ := q
  -- a pair contributes only if it is (i, j) or its exchange
  have hzero : ∀ p : OrderedPair ι, (i, j) ≠ p.1 → (i, j) ≠ p.1.swap →
      f p.1 * signedPair ι p (i, j) = 0 := by
    intro p h1 h2
    simp only [signedPair, Matrix.of_apply, if_neg h1, if_neg h2, sub_zero, mul_zero]
  rcases lt_trichotomy i j with h | h | h
  · rw [Fintype.sum_eq_single (⟨(i, j), h⟩ : OrderedPair ι)]
    · simp [signedPair, h.ne]
    · rintro ⟨⟨k, l⟩, hkl⟩ hne
      refine hzero _ (fun e => hne (Subtype.ext e.symm)) (fun e => ?_)
      obtain ⟨rfl, rfl⟩ := Prod.mk.inj e
      exact lt_asymm h hkl
  · subst h
    have h0 : f (i, i) = 0 := by linear_combination (1 / 2) * hf i i
    rw [h0]
    refine Finset.sum_eq_zero ?_
    rintro ⟨⟨k, l⟩, hkl⟩ _
    refine hzero _ (fun e => ?_) (fun e => ?_)
    · obtain ⟨a, b⟩ := Prod.mk.inj e
      exact ne_of_lt hkl (a.symm.trans b)
    · obtain ⟨a, b⟩ := Prod.mk.inj e
      exact ne_of_lt hkl (b.symm.trans a)
  · rw [Fintype.sum_eq_single (⟨(j, i), h⟩ : OrderedPair ι)]
    · simp [signedPair, h.ne, h.ne', hf i j]
    · rintro ⟨⟨k, l⟩, hkl⟩ hne
      refine hzero _ (fun e => ?_) (fun e => ?_)
      · obtain ⟨rfl, rfl⟩ := Prod.mk.inj e
        exact lt_asymm h hkl
      · obtain ⟨rfl, rfl⟩ := Prod.mk.inj e
        exact hne rfl

/-- A pair-antisymmetric matrix is its packed matrix, expanded on both sides by the signed
incidence matrix. -/
theorem IsPairAntisymmetric.eq_expand {D : Matrix (ι × ι) (ι × ι) ℂ}
    (hD : IsPairAntisymmetric D) :
    D = (signedPair ι).conjTranspose * packed D * signedPair ι := by
  refine Matrix.ext fun q r => ?_
  have hstar : ∀ p : OrderedPair ι, star (signedPair ι p q) = signedPair ι p q := by
    intro p
    simp only [signedPair, Matrix.of_apply]
    split_ifs <;> simp
  -- expand the row pair first, then the column pair
  have inner : ∀ s : OrderedPair ι,
      ((signedPair ι).conjTranspose * packed D) q s = D q s.1 := by
    intro s
    rw [Matrix.mul_apply]
    refine Eq.trans ?_ (sum_signedPair (fun p => D p s.1) (fun i j => hD.row i j s.1) q)
    refine Finset.sum_congr rfl fun p _ => ?_
    simp only [Matrix.conjTranspose_apply, hstar, packed, Matrix.submatrix_apply]
    ring
  rw [Matrix.mul_apply]
  simp only [inner]
  exact (sum_signedPair (fun s => D q s) (fun k l => hD.col q k l) r).symm

/-- The rows of the signed incidence matrix are orthogonal with squared norm two. -/
theorem signedPair_mul_conjTranspose :
    signedPair ι * (signedPair ι).conjTranspose
      = (2 : ℂ) • (1 : Matrix (OrderedPair ι) (OrderedPair ι) ℂ) := by
  refine Matrix.ext fun p s => ?_
  have h : (signedPair ι * (signedPair ι).conjTranspose) p s
      = star (signedPair ι s p.1) - star (signedPair ι s p.1.swap) := by
    have hp : ∀ q, signedPair ι p q
        = (if q = p.1 then (1 : ℂ) else 0) - (if q = p.1.swap then 1 else 0) := by
      intro q
      simp only [signedPair, Matrix.of_apply]
    simp only [Matrix.mul_apply, Matrix.conjTranspose_apply]
    simp only [hp, sub_mul, ite_mul, one_mul, zero_mul, Finset.sum_sub_distrib,
      Finset.sum_ite_eq', Finset.mem_univ, if_true]
  rw [h]
  obtain ⟨⟨i, j⟩, hij⟩ := p
  obtain ⟨⟨k, l⟩, hkl⟩ := s
  by_cases e : i = k ∧ j = l
  · obtain ⟨rfl, rfl⟩ := e
    have hn : i ≠ j := ne_of_lt hij
    norm_num [signedPair, hn, hn.symm]
  · have e2 : ¬(i = l ∧ j = k) := by
      rintro ⟨rfl, rfl⟩
      exact lt_asymm hij hkl
    have e3 : ¬(j = k ∧ i = l) := fun h => e2 ⟨h.2, h.1⟩
    have e4 : ¬(j = l ∧ i = k) := fun h => e ⟨h.2, h.1⟩
    simp [signedPair, e, e2, e3, e4]

/-- A pair-antisymmetric matrix is positive semidefinite if and only if its submatrix on pairs
`i < j`, `k < l` is positive semidefinite. -/
theorem posSemidef_iff_packed {D : Matrix (ι × ι) (ι × ι) ℂ}
    (hD : IsPairAntisymmetric D) : D.PosSemidef ↔ (packed D).PosSemidef := by
  refine ⟨fun h => h.submatrix _, fun h => ?_⟩
  rw [hD.eq_expand]
  exact h.conjTranspose_mul_mul_same (signedPair ι)

/-- A pair-antisymmetric matrix is Hermitian if and only if its packed matrix is Hermitian. -/
theorem isHermitian_iff_packed {D : Matrix (ι × ι) (ι × ι) ℂ}
    (hD : IsPairAntisymmetric D) : D.IsHermitian ↔ (packed D).IsHermitian := by
  refine ⟨fun h => h.submatrix _, fun h => ?_⟩
  rw [hD.eq_expand]
  exact Matrix.isHermitian_conjTranspose_mul_mul (signedPair ι) h

/-- The trace of a pair-antisymmetric matrix is twice the trace of its packed matrix. -/
theorem trace_eq_two_mul_packed {D : Matrix (ι × ι) (ι × ι) ℂ}
    (hD : IsPairAntisymmetric D) : D.trace = 2 * (packed D).trace := by
  conv_lhs => rw [hD.eq_expand, Matrix.trace_mul_cycle, signedPair_mul_conjTranspose,
    Matrix.smul_mul, Matrix.one_mul, Matrix.trace_smul, smul_eq_mul]

/-- For a pair-antisymmetric matrix, an eigenvector of the packed matrix with eigenvalue `c` expands
by the signed incidence matrix to a nonzero eigenvector of the full matrix with eigenvalue `2 * c`.
-/
theorem eigenvector_expand {D : Matrix (ι × ι) (ι × ι) ℂ} (hD : IsPairAntisymmetric D)
    {v : OrderedPair ι → ℂ} {c : ℂ} (hv : v ≠ 0) (h : packed D *ᵥ v = c • v) :
    (signedPair ι).conjTranspose *ᵥ v ≠ 0 ∧
      D *ᵥ ((signedPair ι).conjTranspose *ᵥ v)
        = (2 * c) • ((signedPair ι).conjTranspose *ᵥ v) := by
  constructor
  · intro h0
    have h2 : signedPair ι *ᵥ ((signedPair ι).conjTranspose *ᵥ v) = (2 : ℂ) • v := by
      rw [Matrix.mulVec_mulVec, signedPair_mul_conjTranspose, Matrix.smul_mulVec,
        Matrix.one_mulVec]
    rw [h0, Matrix.mulVec_zero] at h2
    exact hv ((smul_eq_zero.mp h2.symm).resolve_left two_ne_zero)
  · have hB : D * (signedPair ι).conjTranspose
        = (2 : ℂ) • ((signedPair ι).conjTranspose * packed D) := by
      conv_lhs => rw [hD.eq_expand, Matrix.mul_assoc, signedPair_mul_conjTranspose,
        Matrix.mul_smul, Matrix.mul_one]
    rw [Matrix.mulVec_mulVec, hB, Matrix.smul_mulVec, ← Matrix.mulVec_mulVec, h,
      Matrix.mulVec_smul, smul_smul]

/-- A two-orbital matrix with entry `j - i` in row `(i, j)` of each column `(k, k)`, and zeros
in all other columns. -/
def rowOnly : Matrix (Fin 2 × Fin 2) (Fin 2 × Fin 2) ℂ :=
  Matrix.of fun p q => if q.1 = q.2 then ((p.2 : ℕ) : ℂ) - ((p.1 : ℕ) : ℂ) else 0

/-- Antisymmetry in the row pair alone does not suffice: `rowOnly` has it, and its packed matrix
is positive semidefinite, but `rowOnly` is not. -/
theorem rowOnly_not_posSemidef :
    (∀ i j q, rowOnly (j, i) q = -rowOnly (i, j) q) ∧
      (packed rowOnly).PosSemidef ∧ ¬rowOnly.PosSemidef := by
  refine ⟨fun i j q => ?_, ?_, fun h => ?_⟩
  · simp only [rowOnly, Matrix.of_apply]
    split_ifs <;> ring
  · -- the columns (k, k) are absent from the packed matrix
    have h0 : packed rowOnly = 0 := by
      refine Matrix.ext fun p s => ?_
      have hs : s.1.1 ≠ s.1.2 := ne_of_lt s.2
      simp only [packed, Matrix.submatrix_apply, rowOnly, Matrix.of_apply, if_neg hs,
        Matrix.zero_apply]
    rw [h0]
    exact Matrix.PosSemidef.zero
  · have h1 := h.isHermitian.apply (0, 0) (0, 1)
    simp [rowOnly] at h1

end PairDensityMatrix
```

```lean
#print axioms PairDensityMatrix.posSemidef_iff_packed
#print axioms PairDensityMatrix.trace_eq_two_mul_packed
#print axioms PairDensityMatrix.eigenvector_expand
#print axioms PairDensityMatrix.rowOnly_not_posSemidef
```

```
'PairDensityMatrix.posSemidef_iff_packed' depends on axioms: [propext, Classical.choice, Quot.sound]
'PairDensityMatrix.trace_eq_two_mul_packed' depends on axioms: [propext, Classical.choice, Quot.sound]
'PairDensityMatrix.eigenvector_expand' depends on axioms: [propext, Classical.choice, Quot.sound]
'PairDensityMatrix.rowOnly_not_posSemidef' depends on axioms: [propext, Classical.choice, Quot.sound]
```

## From the sum rule to the equivalence

`sum_signedPair` is the recovery of an antisymmetric function. The auxiliary `hzero` says that a pair contributes only if it is q or its exchange. `lt_trichotomy` then produces the three cases of the derivation. In the two unequal cases `Fintype.sum_eq_single` isolates the surviving term; in the equal case `linear_combination` obtains f(i, i) = 0 from the sign rule.

`IsPairAntisymmetric.eq_expand` is D = Bᴴ P B. Its step `hstar` records that B is real, `inner` expands the row pair using `hD.row`, and the last line expands the column pair using `hD.col`.

In `posSemidef_iff_packed`, the direction from D to P is `h.submatrix`, which needs no antisymmetry. For the converse, D is rewritten by `eq_expand`, and `conjTranspose_mul_mul_same` supplies the positivity of Bᴴ P B. `isHermitian_iff_packed` has the same two halves.

## The factor 2 and the counterexample in Lean

`signedPair_mul_conjTranspose` proves B Bᴴ = 2. Its step `h` collapses the sum over q to B(s, p) − B(s, p′), and a case split on whether the two pairs coincide finishes the evaluation.

`trace_eq_two_mul_packed` combines this with `Matrix.trace_mul_cycle`. In `eigenvector_expand`, the first part applies B to a supposedly vanishing w and contradicts v ≠ 0. The second part proves D Bᴴ = 2 Bᴴ P as `hB` and applies it to v.

`rowOnly_not_posSemidef` treats the two-orbital counterexample. It shows that the packed block is the zero matrix, then compares the entries at (0, 0), (0, 1) and at (0, 1), (0, 0) to contradict Hermiticity.
